# In Fourier orbitals, a fixed positive pair threshold discards all the MP2 correlation energy of sufficiently many isolated sites

Q: Suppose a local MP2 calculation localises the occupied orbitals, estimates the energies of the ordered pairs, and simply drops those below a threshold $\tau$ in magnitude. What happens if I skip the localisation and screen delocalised orbitals instead?

A: For $N$ identical, non-interacting sites you can lose everything. Give each site one occupied orbital $o$ and one virtual orbital $v$. Let $K=(ov|ov)$ be the on-site integral that couples the pair excitation to the ground state, and let $D=2(\varepsilon_v-\varepsilon_o)>0$ be the cost of that excitation in orbital energies. Take $K=0.1$, $D=1$ and $\tau=10^{-4}$ in hartree, as an illustration. With 101 sites, all 10201 ordered pairs of Fourier orbitals fall below $\tau$, and a correlation energy of $-1.01$ hartree becomes zero. Site orbitals keep 101 pairs and the whole energy.

Q: Show me the derivation.

A: Let $U_{si}$ and $V_{sa}$ be the amplitudes of occupied orbital $i$ and virtual orbital $a$ on site $s$. Only integrals with all four orbitals on one site survive, so
$$(ia|jb)=K\sum_s U_{si}^*U_{sj}^*V_{sa}V_{sb}.$$
Swapping $a$ and $b$ changes nothing. The exchange integral therefore equals the direct one, and the closed-shell factor $2(ia|jb)-(ib|ja)$ is just $(ia|jb)$. With $c_s=U_{si}^*U_{sj}^*$, the energy of the ordered pair is
$$e_{ij}=-\frac{K^2}{D}\sum_{s,t}c_s^*c_t\Big(\sum_a V_{ta}V_{sa}^*\Big)\Big(\sum_b V_{tb}V_{sb}^*\Big).$$
The virtuals are complete, so each bracket is $\delta_{ts}$ and
$$e_{ij}=-\frac{K^2}{D}\sum_s|U_{si}|^2|U_{sj}|^2.$$
A Fourier orbital has $|U_{sk}|^2=1/N$ on every site. The sum is then $N\cdot N^{-2}=1/N$, which gives $e_{kl}=-K^2/(DN)$ for all $N^2$ ordered pairs and a total of $-NK^2/D$. A pair is kept when $\tau\le K^2/(DN)$, that is, when $N\le K^2/(D\tau)$. Since all pairs are equal, they survive or vanish together.

Q: Does the formal version start from real integrals, or from your simplified sum?

A: It starts from the four-index transformation. The finite type `ι` labels the sites and also the orbitals of each kind. In `siteIntegral`, `p` and `r` are occupied site orbitals, while `q` and `s` are virtual ones.

```lean
import Mathlib

open Matrix

namespace FourierPairThreshold

noncomputable section

variable {ι : Type*} [Fintype ι] [DecidableEq ι]

/-- The integral (pq|rs) over site orbitals, with p, r occupied and q, s virtual:
it equals K if all four orbitals sit on one site, and vanishes otherwise. -/
def siteIntegral (K : ℝ) (p q r s : ι) : ℂ :=
  if p = q ∧ q = r ∧ r = s then (K : ℂ) else 0

/-- The integral (ia|jb) after the four-index transformation to occupied orbitals
with coefficients U and virtual orbitals with coefficients V. -/
def orbitalIntegral (K : ℝ) (U V : Matrix ι ι ℂ) (i a j b : ι) : ℂ :=
  ∑ p, ∑ q, ∑ r, ∑ s,
    star (U p i) * V q a * star (U r j) * V s b * siteIntegral K p q r s
```

Q: And the energy? A formula without exchange would be a different theory.

A: Exchange is there. `pairEnergy` is the closed-shell expression for ordered pairs, and `.re` only turns each complex-typed term, whose value is real in this model, into a real number. `truncatedEnergy` keeps a pair when its magnitude is at least `τ`, so a pair exactly at the threshold stays.

```lean
/-- The closed-shell MP2 energy of the ordered pair (i, j), with direct and exchange terms
and a common excitation denominator D ≠ 0. -/
def pairEnergy (K D : ℝ) (U V : Matrix ι ι ℂ) (i j : ι) : ℝ :=
  -(∑ a, ∑ b, (star (orbitalIntegral K U V i a j b) *
    (2 * orbitalIntegral K U V i a j b - orbitalIntegral K U V i b j a)).re) / D

/-- The correlation energy from the pairs whose energy is at least τ in magnitude,
for a common excitation denominator D ≠ 0. -/
def truncatedEnergy (K D τ : ℝ) (U V : Matrix ι ι ℂ) : ℝ :=
  ∑ i, ∑ j, if τ ≤ |pairEnergy K D U V i j| then pairEnergy K D U V i j else 0
```

The Fourier orbitals live on `ZMod N`, the integers modulo $N$, and `stdAddChar` supplies the phase $\exp(2\pi\mathrm{i}\,sk/N)$. They are normalised by $1/\sqrt N$.

```lean
/-- The Fourier orbitals on N sites: orbital k has amplitude exp(2πi sk/N)/√N on site s. -/
def fourierOrbitals (N : ℕ) [NeZero N] : Matrix (ZMod N) (ZMod N) ℂ :=
  fun s k => ZMod.stdAddChar (s * k) / ((√(N : ℝ) : ℝ) : ℂ)
```

Q: Are these orbitals canonical at all?

A: Yes. Identical isolated sites have degenerate orbital energies, so each Fock block is $\varepsilon$ times the identity, and a unitary rotation leaves it unchanged. The proof moves the scalar out and uses $U^\dagger U=1$.

```lean
/-- A Fock block with the same orbital energy ε on every site stays diagonal, with the same
energies, under any unitary rotation of the orbitals. -/
theorem fock_canonical (ε : ℝ) {U : Matrix ι ι ℂ} (hU : U * Uᴴ = 1) :
    Uᴴ * (ε • (1 : Matrix ι ι ℂ)) * U = ε • (1 : Matrix ι ι ℂ) := by
  have h : Uᴴ * U = 1 := mul_eq_one_comm.1 hU
  rw [Matrix.mul_smul, Matrix.mul_one, Matrix.smul_mul, h]
```

Q: Then the site orbitals are canonical too.

A: They are. The degeneracy leaves the choice open, and the Fourier set is the one adapted to translation symmetry. Being canonical does not make a set suitable for screening.

Q: How does the proof reach the single site sum?

A: `orbitalIntegral_eq` applies `Finset.sum_eq_single` three times, forcing `q`, `r` and `s` in turn to equal `p`.

```lean
/-- For isolated sites the transformed integral is K times a single sum over sites. -/
theorem orbitalIntegral_eq (K : ℝ) (U V : Matrix ι ι ℂ) (i a j b : ι) :
    orbitalIntegral K U V i a j b =
      K * ∑ s, star (U s i) * star (U s j) * V s a * V s b := by
  unfold orbitalIntegral
  rw [Finset.mul_sum]
  refine Finset.sum_congr rfl fun p _ => ?_
  -- only q = r = s = p survives
  refine (Finset.sum_eq_single p (fun q _ hq => ?_)
    (fun h => absurd (Finset.mem_univ p) h)).trans ?_
  · simp [siteIntegral, hq.symm]
  refine (Finset.sum_eq_single p (fun r _ hr => ?_)
    (fun h => absurd (Finset.mem_univ p) h)).trans ?_
  · simp [siteIntegral, hr.symm]
  refine (Finset.sum_eq_single p (fun s _ hs => ?_)
    (fun h => absurd (Finset.mem_univ p) h)).trans ?_
  · simp [siteIntegral, hs.symm]
  rw [show siteIntegral K p p p p = (K : ℂ) by simp [siteIntegral]]
  ring
```

The next lemma removes the virtuals. `orth` reads $\sum_a V_{ta}V_{sa}^*=\delta_{ts}$ off the matrix equation `V * Vᴴ = 1`, `swap` brings the site sums to the front, and the last step of the `calc` block sets $t=s$.

```lean
/-- Completeness of the virtual orbitals removes them from the sum over double excitations
of a site-diagonal amplitude c. -/
theorem sum_virtuals {V : Matrix ι ι ℂ} (hV : V * Vᴴ = 1) (c : ι → ℂ) :
    ∑ a, ∑ b, star (∑ s, c s * V s a * V s b) * (∑ t, c t * V t a * V t b) =
      ∑ s, star (c s) * c s := by
  have orth : ∀ s t, ∑ a, V t a * star (V s a) = if t = s then 1 else 0 := by
    intro s t
    have h := congrFun (congrFun hV t) s
    rw [Matrix.mul_apply, Matrix.one_apply] at h
    exact h
  have swap : ∀ F : ι → ι → ι → ι → ℂ,
      ∑ a, ∑ b, ∑ s, ∑ t, F a b s t = ∑ s, ∑ t, ∑ a, ∑ b, F a b s t := by
    intro F
    calc ∑ a, ∑ b, ∑ s, ∑ t, F a b s t
        = ∑ a, ∑ s, ∑ b, ∑ t, F a b s t :=
          Finset.sum_congr rfl fun a _ => Finset.sum_comm
      _ = ∑ s, ∑ a, ∑ b, ∑ t, F a b s t := Finset.sum_comm
      _ = ∑ s, ∑ a, ∑ t, ∑ b, F a b s t :=
          Finset.sum_congr rfl fun s _ => Finset.sum_congr rfl fun a _ => Finset.sum_comm
      _ = ∑ s, ∑ t, ∑ a, ∑ b, F a b s t :=
          Finset.sum_congr rfl fun s _ => Finset.sum_comm
  calc _ = ∑ a, ∑ b, ∑ s, ∑ t, star (c s) * c t *
        ((V t a * star (V s a)) * (V t b * star (V s b))) := by
        refine Finset.sum_congr rfl fun a _ => Finset.sum_congr rfl fun b _ => ?_
        rw [star_sum, Finset.sum_mul_sum]
        refine Finset.sum_congr rfl fun s _ => Finset.sum_congr rfl fun t _ => ?_
        simp only [star_mul']
        ring
    _ = ∑ s, ∑ t, star (c s) * c t *
        ((∑ a, V t a * star (V s a)) * (∑ b, V t b * star (V s b))) := by
        rw [swap]
        refine Finset.sum_congr rfl fun s _ => Finset.sum_congr rfl fun t _ => ?_
        rw [Finset.sum_mul_sum, Finset.mul_sum]
        refine Finset.sum_congr rfl fun a _ => ?_
        rw [Finset.mul_sum]
    _ = ∑ s, star (c s) * c s := by
        refine Finset.sum_congr rfl fun s _ => ?_
        refine (Finset.sum_eq_single s (fun t _ ht => ?_)
          (fun h => absurd (Finset.mem_univ s) h)).trans ?_
        · rw [orth, if_neg ht]
          ring
        · rw [orth, if_pos rfl]
          ring
```

`pairEnergy_eq` puts these together. Its step `hx` is the equality of direct and exchange integrals, `hc` evaluates the sum over virtuals, and taking real parts gives the energy. Only the virtuals need to be unitary here; `U` is arbitrary.

```lean
/-- For unitary virtual orbitals and D ≠ 0, D times a pair energy is -K² times the overlap
of the two occupied orbital densities, summed over sites. -/
theorem pairEnergy_eq (K : ℝ) {D : ℝ} (hD : D ≠ 0) (U : Matrix ι ι ℂ)
    {V : Matrix ι ι ℂ} (hV : V * Vᴴ = 1) (i j : ι) :
    D * pairEnergy K D U V i j = -(K ^ 2 * ∑ s, ‖U s i‖ ^ 2 * ‖U s j‖ ^ 2) := by
  have hK : star (K : ℂ) = K := Complex.conj_ofReal K
  have hn : ∀ z : ℂ, z * star z = ((‖z‖ ^ 2 : ℝ) : ℂ) := by
    intro z
    rw [← Complex.normSq_eq_norm_sq]
    exact Complex.mul_conj z
  -- direct and exchange integrals coincide
  have hx : ∀ a b, orbitalIntegral K U V i b j a = orbitalIntegral K U V i a j b := by
    intro a b
    rw [orbitalIntegral_eq, orbitalIntegral_eq]
    congr 1
    exact Finset.sum_congr rfl fun s _ => by ring
  have hc : ∑ a, ∑ b, star (orbitalIntegral K U V i a j b) *
      (2 * orbitalIntegral K U V i a j b - orbitalIntegral K U V i b j a) =
      ((K ^ 2 * ∑ s, ‖U s i‖ ^ 2 * ‖U s j‖ ^ 2 : ℝ) : ℂ) := by
    rw [Complex.ofReal_mul, Complex.ofReal_pow, Complex.ofReal_sum]
    have hs : ∑ s, ((‖U s i‖ ^ 2 * ‖U s j‖ ^ 2 : ℝ) : ℂ) =
        ∑ s, star (star (U s i) * star (U s j)) * (star (U s i) * star (U s j)) := by
      refine Finset.sum_congr rfl fun s _ => ?_
      rw [Complex.ofReal_mul, ← hn, ← hn, star_mul', star_star, star_star]
      ring
    rw [hs, ← sum_virtuals hV (fun s => star (U s i) * star (U s j)), Finset.mul_sum]
    refine Finset.sum_congr rfl fun a _ => ?_
    rw [Finset.mul_sum]
    refine Finset.sum_congr rfl fun b _ => ?_
    rw [hx a b, orbitalIntegral_eq, star_mul', hK]
    ring
  have hr := congrArg Complex.re hc
  simp only [Complex.re_sum, Complex.ofReal_re] at hr
  unfold pairEnergy
  rw [hr]
  field_simp
```

Q: So you still owe me unitarity for the Fourier orbitals.

A: That is the usual geometric sum, $\frac1N\sum_k \exp(2\pi\mathrm{i}\,k(s-t)/N)=\delta_{st}$. In Lean, `hterm` combines the two phases, and `AddChar.sum_mulShift` evaluates the sum over `k`.

```lean
/-- The Fourier orbitals form a unitary matrix. -/
theorem fourier_unitary (N : ℕ) [NeZero N] :
    fourierOrbitals N * (fourierOrbitals N)ᴴ = 1 := by
  have hN : (N : ℂ) ≠ 0 := Nat.cast_ne_zero.mpr (NeZero.ne N)
  ext s t
  have hterm : ∀ k, fourierOrbitals N s k * (fourierOrbitals N)ᴴ k t =
      ZMod.stdAddChar (k * (s - t)) / (N : ℂ) := by
    intro k
    have h : (fourierOrbitals N)ᴴ k t =
        ZMod.stdAddChar (-(t * k)) / ((√(N : ℝ) : ℝ) : ℂ) := by
      change (starRingEnd ℂ) (ZMod.stdAddChar (t * k) / ((√(N : ℝ) : ℝ) : ℂ)) = _
      rw [map_div₀, Complex.conj_ofReal, AddChar.map_neg_eq_conj]
    rw [h, fourierOrbitals, div_mul_div_comm, ← AddChar.map_add_eq_mul,
      ← Complex.ofReal_mul, Real.mul_self_sqrt (Nat.cast_nonneg N),
      Complex.ofReal_natCast, show s * k + -(t * k) = k * (s - t) by ring]
  rw [Matrix.mul_apply, Finset.sum_congr rfl (fun k _ => hterm k), ← Finset.sum_div,
    AddChar.sum_mulShift _ (ZMod.isPrimitive_stdAddChar N), Matrix.one_apply]
  by_cases h : s = t
  · simp [h, ZMod.card, hN]
  · simp [h, sub_eq_zero]
```

Q: Now read me the main theorem in words.

A: For every $N\ge1$, real $K$, $D>0$ and $\tau>0$, three things hold in Fourier orbitals. Each ordered pair has energy $-K^2/(DN)$, the pairs sum to $-NK^2/D$, and the truncated energy is zero if $K^2/(D\tau)<N$ and the full sum otherwise. The sign of $K$ is irrelevant.

In the proof, `hnorm` is $|U_{sk}|^2=1/N$, `he` gives the pair energy and `hs` the sum. The case split on `K ^ 2 / (D * τ) < N` then clears denominators to decide whether every pair is dropped or every pair is kept.

```lean
/-- In Fourier orbitals, for D > 0 and τ > 0, every ordered pair has energy -K²/(DN) and the
pairs sum to -NK²/D. The threshold τ leaves zero energy if N > K²/(Dτ), and otherwise all of it. -/
theorem fourier_threshold (N : ℕ) [NeZero N] (K : ℝ) {D τ : ℝ} (hD : 0 < D) (hτ : 0 < τ) :
    (∀ k l, pairEnergy K D (fourierOrbitals N) (fourierOrbitals N) k l
      = -(K ^ 2 / (D * N))) ∧
    (∑ k, ∑ l, pairEnergy K D (fourierOrbitals N) (fourierOrbitals N) k l
      = -(N * K ^ 2 / D)) ∧
    truncatedEnergy K D τ (fourierOrbitals N) (fourierOrbitals N)
      = if K ^ 2 / (D * τ) < N then 0 else -(N * K ^ 2 / D) := by
  have hN : (0 : ℝ) < N := Nat.cast_pos.mpr (Nat.pos_of_ne_zero (NeZero.ne N))
  -- each Fourier orbital is spread evenly over the sites
  have hnorm : ∀ s k, ‖fourierOrbitals N s k‖ ^ 2 = 1 / (N : ℝ) := by
    intro s k
    rw [fourierOrbitals, norm_div, AddChar.norm_apply, Complex.norm_real, Real.norm_eq_abs,
      div_pow, sq_abs, Real.sq_sqrt hN.le, one_pow]
  have he : ∀ k l, pairEnergy K D (fourierOrbitals N) (fourierOrbitals N) k l
      = -(K ^ 2 / (D * N)) := by
    intro k l
    have h := pairEnergy_eq K hD.ne' (fourierOrbitals N) (fourier_unitary N) k l
    simp only [hnorm, Finset.sum_const, Finset.card_univ, ZMod.card, nsmul_eq_mul] at h
    have h1 : (N : ℝ) * (1 / N * (1 / N)) = 1 / N := by field_simp
    rw [h1] at h
    rw [← neg_div, eq_div_iff (mul_pos hD hN).ne', mul_comm D, mul_comm, mul_assoc, h]
    field_simp
  have hs : ∑ k, ∑ l, pairEnergy K D (fourierOrbitals N) (fourierOrbitals N) k l
      = -(N * K ^ 2 / D) := by
    simp only [he, Finset.sum_const, Finset.card_univ, ZMod.card, nsmul_eq_mul]
    field_simp
  refine ⟨he, hs, ?_⟩
  have habs : |-(K ^ 2 / (D * N))| = K ^ 2 / (D * N) := by
    rw [abs_neg, abs_of_nonneg (by positivity)]
  unfold truncatedEnergy
  by_cases h : K ^ 2 / (D * τ) < N
  · have h' := (div_lt_iff₀ (mul_pos hD hτ)).1 h
    have hlt : ¬ τ ≤ K ^ 2 / (D * N) := by
      rw [not_le, div_lt_iff₀ (mul_pos hD hN)]
      linarith
    rw [if_pos h]
    refine Finset.sum_eq_zero fun k _ => Finset.sum_eq_zero fun l _ => ?_
    rw [he, habs, if_neg hlt]
  · have h' := (le_div_iff₀ (mul_pos hD hτ)).1 (not_lt.1 h)
    have hle : τ ≤ K ^ 2 / (D * N) := by
      rw [le_div_iff₀ (mul_pos hD hN)]
      linarith
    rw [if_neg h, ← hs]
    refine Finset.sum_congr rfl fun k _ => Finset.sum_congr rfl fun l _ => ?_
    rw [he, habs, if_pos hle]
```

Q: Perhaps $\tau$ was simply too coarse for this system.

A: The same $\tau$ can be harmless in site orbitals. There `U` and `V` are identity matrices, each diagonal pair has energy $-K^2/D$, and pairs on different sites have energy zero. If $D\tau\le K^2$, the full energy survives for any number of sites. The steps `hdiag` and `hoff` compute the two kinds of pair, `hkeep` checks the threshold, and `hrow` sums over the partners of one orbital.

```lean
/-- In site-local orbitals, for D > 0 and Dτ ≤ K², the threshold τ keeps the energy -K²/D
per site for any number of sites. -/
theorem local_threshold (K : ℝ) {D τ : ℝ} (hD : 0 < D) (hτ : D * τ ≤ K ^ 2) :
    truncatedEnergy K D τ (1 : Matrix ι ι ℂ) 1 = -(Fintype.card ι * K ^ 2 / D) := by
  have hV : (1 : Matrix ι ι ℂ) * (1 : Matrix ι ι ℂ)ᴴ = 1 := by simp
  have hdiag : ∀ i : ι, pairEnergy K D (1 : Matrix ι ι ℂ) 1 i i = -(K ^ 2 / D) := by
    intro i
    have h := pairEnergy_eq K hD.ne' (1 : Matrix ι ι ℂ) hV i i
    rw [Finset.sum_eq_single_of_mem i (Finset.mem_univ i)
      (fun s _ hs => by simp [Matrix.one_apply_ne hs]), Matrix.one_apply_eq] at h
    rw [← neg_div, eq_div_iff hD.ne', mul_comm, h]
    simp
  -- pairs on different sites do not correlate
  have hoff : ∀ i j : ι, j ≠ i → pairEnergy K D (1 : Matrix ι ι ℂ) 1 i j = 0 := by
    intro i j hij
    have h := pairEnergy_eq K hD.ne' (1 : Matrix ι ι ℂ) hV i j
    rw [Finset.sum_eq_single_of_mem i (Finset.mem_univ i)
      (fun s _ hs => by simp [Matrix.one_apply_ne hs]), Matrix.one_apply_ne hij.symm] at h
    have h0 : D * pairEnergy K D (1 : Matrix ι ι ℂ) 1 i j = 0 := by
      rw [h]
      simp
    exact (mul_eq_zero.1 h0).resolve_left hD.ne'
  have hkeep : τ ≤ |-(K ^ 2 / D)| := by
    rw [abs_neg, abs_of_nonneg (by positivity), le_div_iff₀ hD]
    linarith
  have hrow : ∀ i : ι, (∑ j, if τ ≤ |pairEnergy K D (1 : Matrix ι ι ℂ) 1 i j|
      then pairEnergy K D (1 : Matrix ι ι ℂ) 1 i j else 0) = -(K ^ 2 / D) := by
    intro i
    refine (Finset.sum_eq_single i (fun j _ hj => ?_)
      (fun h => absurd (Finset.mem_univ i) h)).trans ?_
    · rw [hoff i j hj, ite_self]
    · rw [hdiag, if_pos hkeep]
  unfold truncatedEnergy
  rw [Finset.sum_congr rfl (fun i _ => hrow i), Finset.sum_const, Finset.card_univ,
    nsmul_eq_mul]
  ring

end

end FourierPairThreshold
```

```lean
#print axioms FourierPairThreshold.fock_canonical
-- 'FourierPairThreshold.fock_canonical' depends on axioms: [propext, Classical.choice, Quot.sound]
#print axioms FourierPairThreshold.fourier_threshold
-- 'FourierPairThreshold.fourier_threshold' depends on axioms: [propext, Classical.choice, Quot.sound]
#print axioms FourierPairThreshold.local_threshold
-- 'FourierPairThreshold.local_threshold' depends on axioms: [propext, Classical.choice, Quot.sound]
```

Q: What does the smallest case look like?

A: For $N=1$ the Fourier orbital is the site orbital, and the two descriptions agree. For $N=2$ the orbitals are $(1,1)/\sqrt2$ and $(1,-1)/\sqrt2$. All four ordered pairs have energy $-K^2/(2D)$, whereas site orbitals give two pairs at $-K^2/D$ and two at zero. With $K\neq0$ and $K^2/(2D)<\tau\le K^2/D$, two sites are already enough for the Fourier set to lose everything while the site orbitals lose nothing.

Q: And which physics is missing?

A: Real sites at finite distance have dispersion between them, which this model sets to zero. The common denominator `D` is an input to the theorems and is not computed from a Fock matrix. There is also only one occupied and one virtual orbital per site. The screening here uses the exact energies of ordered pairs and adds nothing back for the dropped ones, whereas a practical scheme may screen with estimates and correct for what it drops. For pair screening in local MP2, the result shows, within this model of non-interacting sites, that the energy a fixed threshold removes can depend entirely on the choice of occupied orbitals, even though the untruncated energy does not.
